# Piezoelectric coupling raises the elastic and dielectric determinants of a stable linear crystal by the same factor

**Q:** A linear-response calculation gives me three matrices: the stiffness \(C\) at fixed electric field, the permittivity \(\varepsilon\) at fixed strain, and the piezoelectric matrix \(e\). For an open-circuited crystal I then replace \(C\) by \(C+e^T\varepsilon^{-1}e\). For a stress-free one I replace \(\varepsilon\) by \(\varepsilon+eC^{-1}e^T\). What connects the two corrections?

**A:** Their determinant ratios are equal. With \(n\) strain and \(m\) field components, and with \(C\) and \(\varepsilon\) positive definite,
\[
\frac{\det(C+e^T\varepsilon^{-1}e)}{\det C}=\frac{\det(\varepsilon+eC^{-1}e^T)}{\det\varepsilon}\ \ge 1,
\]
with equality to 1 exactly when \(e=0\). This ties the two corrected matrices together; it puts no constraint on the computed \(C\), \(\varepsilon\) and \(e\) themselves.

**Q:** Where do the two corrected matrices come from?

**A:** From the constitutive laws for stress \(T\) and electric displacement \(D\), given strain \(S\) and field \(E\):
\[
T=CS-e^TE,\qquad D=eS+\varepsilon E .
\]
Open circuit means \(D=0\), so \(E=-\varepsilon^{-1}eS\) and \(T=(C+e^T\varepsilon^{-1}e)S\). Stress-free means \(T=0\), so \(S=C^{-1}e^TE\) and \(D=(\varepsilon+eC^{-1}e^T)E\).

**Q:** One matrix is \(n\times n\), the other \(m\times m\). Why should their ratios agree?

**A:** Factor out the uncoupled determinants. The ratios become \(\det(1+AB)\) and \(\det(1+BA)\), with \(A=C^{-1}e^T\) and \(B=\varepsilon^{-1}e\). These are equal, because both are the determinant of
\[
\begin{pmatrix}1&-A\\ B&1\end{pmatrix},
\]
evaluated by eliminating one diagonal block or the other. Only invertibility of \(C\) and \(\varepsilon\) has been used.

**Q:** And the lower bound?

**A:** Write \(\varepsilon^{-1}=G^TG\) and \(C^{-1}=H^TH\), and define the normalised coupling \(X=GeH^T\). Then \(X^TX=H(e^T\varepsilon^{-1}e)H^T\), and the same determinant identity moves \(H^T\) from the front to the back:
\[
\det(1+H^TH\,e^T\varepsilon^{-1}e)=\det(1+X^TX)=\prod_i(1+w_i).
\]
Here \(w_i\ge0\) are the eigenvalues of \(X^TX\). Expanding the product leaves only non-negative terms beyond the first two orders, so
\[
\prod_i(1+w_i)\ \ge\ 1+\sum_i w_i=1+\operatorname{tr}(X^TX)=1+\operatorname{tr}(C^{-1}e^T\varepsilon^{-1}e).
\]
The trace is also \(\sum_{i,j}X_{ij}^2\). If it vanishes, then \(X=0\), hence \(\varepsilon^{-1}eC^{-1}=G^TXH=0\) and \(e=0\). A nonzero \(e\) therefore makes the ratio strictly larger than 1, while \(e=0\) makes it 1.

**Q:** Show me this in an actual calculation.

**A:** Take a zincblende crystal in Voigt notation, so \(n=6\) and \(m=3\). The only independent piezoelectric constant is \(e_{14}\), which couples each field component to one shear strain. Let \(C_{44}\) be the shear stiffness and let \(\varepsilon\) now denote the scalar permittivity, vacuum part included. The open-circuit correction changes \(C_{44}\) to \(C_{44}+e_{14}^2/\varepsilon\) three times on the diagonal, and the stress-free correction changes \(\varepsilon\) to \(\varepsilon+e_{14}^2/C_{44}\), also three times. Both determinant ratios are \((1+k^2)^3\), with \(k^2=e_{14}^2/(\varepsilon C_{44})\), and the trace bound reads \((1+k^2)^3\ge1+3k^2\).

**Q:** Now the formal version. I suspect that the physics was lost when it became matrices.

**A:** Check the objects one at a time. The index type `m` labels field components and `n` labels strain components; both are arbitrary finite types.

In Lean 4 with Mathlib:

```lean
import Mathlib

open Matrix

namespace PiezoelectricLST

noncomputable section

variable {m n : Type*} [Fintype m] [DecidableEq m] [Fintype n] [DecidableEq n]
```

The first constitutive law is a function of strain and field. `*ᵥ` is a matrix acting on a vector.

```lean
/-- Stress `T = C S - eᵀ E` in a piezoelectric crystal with strain `S` and electric field `E`. -/
def stress (C : Matrix n n ℝ) (e : Matrix m n ℝ) (S : n → ℝ) (E : m → ℝ) : n → ℝ :=
  C *ᵥ S - eᵀ *ᵥ E
```

The second law uses the same `e`, now untransposed and with a plus sign.

```lean
/-- Electric displacement `D = e S + ε E` in a piezoelectric crystal with strain `S` and
electric field `E`. -/
def displacement (ε : Matrix m m ℝ) (e : Matrix m n ℝ) (S : n → ℝ) (E : m → ℝ) : m → ℝ :=
  e *ᵥ S + ε *ᵥ E
```

**Q:** That shared `e` is an assumption.

**A:** Yes. It stands for the Maxwell relation between the direct and converse effects, which holds when both laws derive from one thermodynamic potential. The file builds it into the definitions. The corrected matrices are then given by their formulas.

```lean
/-- The stiffened elastic matrix `C + eᵀ ε⁻¹ e`, for invertible `ε`. -/
def stiffened (C : Matrix n n ℝ) (ε : Matrix m m ℝ) (e : Matrix m n ℝ) : Matrix n n ℝ :=
  C + eᵀ * ε⁻¹ * e

/-- The free permittivity `ε + e C⁻¹ eᵀ`, for invertible `C`. -/
def freePermittivity (C : Matrix n n ℝ) (ε : Matrix m m ℝ) (e : Matrix m n ℝ) :
    Matrix m m ℝ :=
  ε + e * C⁻¹ * eᵀ
```

The trace from the bound gets a name too.

```lean
/-- The total electromechanical coupling `tr (C⁻¹ eᵀ ε⁻¹ e)`, for invertible `C` and `ε`. -/
def coupling (C : Matrix n n ℝ) (ε : Matrix m m ℝ) (e : Matrix m n ℝ) : ℝ :=
  trace (C⁻¹ * (eᵀ * ε⁻¹ * e))
```

**Q:** So "stiffened" might be only a label on a formula.

**A:** It would be, without the next two theorems. The first says that if `displacement ε e S E = 0`, the stress is `stiffened C ε e *ᵥ S`. Its proof multiplies the condition by `ε⁻¹`, solves for the field as `hE`, and substitutes.

```lean
omit [DecidableEq n] in
/-- If `ε` is invertible and the electric displacement vanishes, the stress is the stiffened
elastic matrix applied to the strain. -/
theorem stress_of_open_circuit (C : Matrix n n ℝ) {ε : Matrix m m ℝ} (e : Matrix m n ℝ)
    (hε : IsUnit ε.det) {S : n → ℝ} {E : m → ℝ} (h : displacement ε e S E = 0) :
    stress C e S E = stiffened C ε e *ᵥ S := by
  unfold displacement at h
  -- the strain induces the field `E = -ε⁻¹ e S`
  have hE : E = -((ε⁻¹ * e) *ᵥ S) := by
    have h1 := congrArg (fun v => ε⁻¹ *ᵥ v) h
    simp only [mulVec_add, mulVec_mulVec, nonsing_inv_mul _ hε, one_mulVec, mulVec_zero] at h1
    exact eq_neg_of_add_eq_zero_right h1
  rw [hE]
  simp only [stress, stiffened, mulVec_neg, add_mulVec, mulVec_mulVec, sub_neg_eq_add,
    Matrix.mul_assoc]
```

The second does the same with the strain eliminated, for `stress C e S E = 0`.

```lean
omit [DecidableEq m] in
/-- If `C` is invertible and the stress vanishes, the electric displacement is the free
permittivity applied to the field. -/
theorem displacement_of_stress_free {C : Matrix n n ℝ} (ε : Matrix m m ℝ) (e : Matrix m n ℝ)
    (hC : IsUnit C.det) {S : n → ℝ} {E : m → ℝ} (h : stress C e S E = 0) :
    displacement ε e S E = freePermittivity C ε e *ᵥ E := by
  unfold stress at h
  -- the field induces the strain `S = C⁻¹ eᵀ E`
  have hS : S = (C⁻¹ * eᵀ) *ᵥ E := by
    have h1 := congrArg (fun v => C⁻¹ *ᵥ v) h
    simp only [mulVec_sub, mulVec_mulVec, nonsing_inv_mul _ hC, one_mulVec, mulVec_zero] at h1
    exact sub_eq_zero.1 h1
  rw [hS]
  simp only [displacement, freePermittivity, add_mulVec, mulVec_mulVec, Matrix.mul_assoc]
  exact add_comm _ _
```

**Q:** In a plane wave or an electroded plate, not every component of \(D\) vanishes.

**A:** Correct. The open-circuit theorem sets all components in `m` to zero. When the field can only point along one direction and only that component of \(D\) is zero, take \(m=1\) and use the projected \(e\) and \(\varepsilon\).

**Q:** What does the main theorem assume and conclude?

**A:** It assumes `hC : C.PosDef` and `hε : ε.PosDef`, and allows any real `e`. Positive definiteness includes symmetry here. Physically, the crystal is mechanically stable at fixed field and dielectrically stable at fixed strain. The conclusion has three parts: the ratios agree, the elastic ratio is at least 1, and it equals 1 if and only if `e = 0`. Invertibility alone would not give the inequality: for \(n=m=1\), \(C=-1\), \(\varepsilon=1\) and \(e=1/2\), the ratio is \(3/4\).

**Q:** The code calls the main theorem a Lyddane-Sachs-Teller relation, which makes me expect phonon frequencies.

**A:** There are none in this statement. It is a static, lossless, linear relation between elastic and dielectric matrices, analogous in form to the phonon relation. The same argument does give the phonon version as a neighbour, for harmonic undamped modes at long wavelength along a direction \(\hat q\). Replace \(C\) by the mass-weighted force-constant matrix at zero macroscopic field, restricted to the optical modes and assumed positive definite there. Replace \(e\) by the row of Born charges projected on \(\hat q\), divided by the square roots of mass and cell volume, and \(\varepsilon\) by the electronic permittivity along \(\hat q\). The elastic ratio becomes the product of squared frequencies with the macroscopic field over the product without it, and the dielectric ratio becomes the static permittivity at fixed strain over the electronic one, both along \(\hat q\).

**Q:** Then take me through the proof. How is the determinant factored?

**A:** By writing \(A+B=A(1+A^{-1}B)\), for a general invertible \(A\) and any \(B\) of the same size.

```lean
/-- For invertible `A`, the determinant of `A + B` is that of `A` times that of `1 + A⁻¹ B`. -/
theorem det_add_factor {A : Matrix n n ℝ} (hA : IsUnit A.det) (B : Matrix n n ℝ) :
    (A + B).det = A.det * (1 + A⁻¹ * B).det := by
  rw [← det_mul, Matrix.mul_add, Matrix.mul_one, mul_nonsing_inv_cancel_left _ _ hA]
```

The equality of ratios follows. Inside it, `det_one_add_mul_comm` is the exchange of \(AB\) for \(BA\), applied to `C⁻¹ * eᵀ` and `ε⁻¹ * e`; the remaining rewrites cancel `C.det` and `ε.det`.

```lean
/-- For invertible `C` and `ε`, piezoelectric coupling multiplies the determinants of the elastic
matrix and of the permittivity by the same factor. -/
theorem det_ratio_eq {C : Matrix n n ℝ} {ε : Matrix m m ℝ} (hC : IsUnit C.det)
    (hε : IsUnit ε.det) (e : Matrix m n ℝ) :
    (stiffened C ε e).det / C.det = (freePermittivity C ε e).det / ε.det := by
  have h : (1 + C⁻¹ * (eᵀ * ε⁻¹ * e)).det = (1 + ε⁻¹ * (e * C⁻¹ * eᵀ)).det := by
    have h1 := det_one_add_mul_comm (C⁻¹ * eᵀ) (ε⁻¹ * e)
    simpa only [Matrix.mul_assoc] using h1
  rw [stiffened, freePermittivity, det_add_factor hC, det_add_factor hε,
    mul_div_cancel_left₀ _ hC.ne_zero, mul_div_cancel_left₀ _ hε.ne_zero, h]
```

**Q:** And the eigenvalues?

**A:** They come from an orthogonal matrix `U` whose columns are eigenvectors, expressed as `A * U = U * diagonal hA.eigenvalues`.

```lean
/-- A real symmetric matrix is diagonalised by an orthogonal matrix of eigenvectors. -/
theorem orthogonal_diagonalisation {A : Matrix n n ℝ} (hA : A.IsHermitian) :
    ∃ U : Matrix n n ℝ, U * Uᵀ = 1 ∧ A * U = U * diagonal hA.eigenvalues := by
  refine ⟨(hA.eigenvectorUnitary : Matrix n n ℝ), ?_, ?_⟩
  · have h := mem_unitaryGroup_iff.1 hA.eigenvectorUnitary.2
    rwa [star_eq_conjTranspose, conjTranspose_eq_transpose_of_trivial] at h
  · ext i j
    have h := congrFun (hA.mulVec_eigenvectorBasis j) i
    rw [mul_diagonal, mul_comm _ (hA.eigenvalues j)]
    exact h
```

This is applied to \(X^TX\). In the next proof `hdet` turns the determinant into \(\prod_i(1+w_i)\), and `htr` turns the trace into \(\sum_i w_i\). The expansion is done by induction, adding one eigenvalue \(w_a\) to a set \(s\):
\[
(1+w_a)\Bigl(1+\sum_{i\in s}w_i\Bigr)=1+w_a+\sum_{i\in s}w_i+w_a\sum_{i\in s}w_i .
\]
The last term is non-negative, which is `h2`, and `nlinarith` combines it with the induction hypothesis.

```lean
omit [DecidableEq m] in
/-- For every real matrix `X`, the determinant of `1 + Xᵀ X` is at least `1 + tr (Xᵀ X)`. -/
theorem one_add_trace_le_det (X : Matrix m n ℝ) :
    1 + trace (Xᵀ * X) ≤ (1 + Xᵀ * X).det := by
  have hM := posSemidef_conjTranspose_mul_self X
  rw [conjTranspose_eq_transpose_of_trivial] at hM
  obtain ⟨U, hU, hA⟩ := orthogonal_diagonalisation hM.isHermitian
  have hpos : ∀ i, 0 ≤ hM.isHermitian.eigenvalues i := fun i => hM.eigenvalues_nonneg i
  generalize hM.isHermitian.eigenvalues = w at hA hpos
  have hU0 : U.det ≠ 0 := by
    intro h
    have h1 := congrArg Matrix.det hU
    rw [det_mul, h, zero_mul, det_one] at h1
    exact zero_ne_one h1
  -- determinant and trace in terms of the eigenvalues
  have hdet : (1 + Xᵀ * X).det = ∏ i, (1 + w i) := by
    have h1 : (1 + Xᵀ * X) * U = U * diagonal (fun i => 1 + w i) := by
      have h2 : diagonal (fun i => 1 + w i) = 1 + diagonal w := by
        rw [← diagonal_one, diagonal_add]
      rw [h2, Matrix.add_mul, Matrix.mul_add, hA, Matrix.one_mul, Matrix.mul_one]
    have h3 := congrArg Matrix.det h1
    rw [det_mul, det_mul, det_diagonal, mul_comm] at h3
    exact mul_left_cancel₀ hU0 h3
  have htr : trace (Xᵀ * X) = ∑ i, w i := by
    calc trace (Xᵀ * X) = trace (Xᵀ * X * U * Uᵀ) := by
          rw [Matrix.mul_assoc (Xᵀ * X), hU, Matrix.mul_one]
      _ = ∑ i, w i := by
          rw [hA, trace_mul_comm, ← Matrix.mul_assoc, mul_eq_one_comm.1 hU, Matrix.one_mul,
            trace_diagonal]
  rw [hdet, htr]
  -- expand the product one eigenvalue at a time
  induction (Finset.univ : Finset n) using Finset.induction_on with
  | empty => simp
  | insert a s ha ih =>
    rw [Finset.sum_insert ha, Finset.prod_insert ha]
    have h1 := mul_le_mul_of_nonneg_left ih (add_nonneg zero_le_one (hpos a))
    have h2 := mul_nonneg (hpos a) (Finset.sum_nonneg fun i (_ : i ∈ s) => hpos i)
    nlinarith
```

**Q:** Where do \(G\) and \(H\) come from?

**A:** From the same diagonalisation. For positive definite \(P\) with eigenvalues \(\lambda_i\), take \(G=\operatorname{diag}(\sqrt{\lambda_i})\,U^T\), so that \(G^TG=P\).

```lean
/-- A positive definite real matrix `P` has a factorisation `P = Gᵀ G`. -/
theorem exists_gram_factor {P : Matrix n n ℝ} (hP : P.PosDef) :
    ∃ G : Matrix n n ℝ, Gᵀ * G = P := by
  obtain ⟨U, hU, hA⟩ := orthogonal_diagonalisation hP.isHermitian
  have hs : diagonal (fun i => √(hP.isHermitian.eigenvalues i)) *
      diagonal (fun i => √(hP.isHermitian.eigenvalues i)) =
      diagonal hP.isHermitian.eigenvalues := by
    rw [diagonal_mul_diagonal]
    congr 1
    funext i
    exact Real.mul_self_sqrt (hP.eigenvalues_pos i).le
  refine ⟨diagonal (fun i => √(hP.isHermitian.eigenvalues i)) * Uᵀ, ?_⟩
  rw [transpose_mul, transpose_transpose, diagonal_transpose, Matrix.mul_assoc,
    ← Matrix.mul_assoc (diagonal _) (diagonal _), hs, ← Matrix.mul_assoc, ← hA,
    Matrix.mul_assoc, hU, Matrix.mul_one]
```

The quantitative bound uses this factorisation for both inverses. `hXX` is the formula for \(X^TX\), and `htr` identifies its trace with `coupling C ε e`. For strict positivity, the proof supposes that the coupling is not positive. Each square `X i j * X i j` is at most the whole sum, so every entry vanishes; `h3` and `h4` then recover `e` from `X` and show that it is zero.

```lean
/-- For positive definite `C` and `ε`, the stiffening ratio is at least one plus the total
electromechanical coupling, and this coupling is positive if `e` is nonzero. -/
theorem coupling_bound {C : Matrix n n ℝ} {ε : Matrix m m ℝ} (hC : C.PosDef)
    (hε : ε.PosDef) (e : Matrix m n ℝ) :
    1 + coupling C ε e ≤ (stiffened C ε e).det / C.det ∧ (e ≠ 0 → 0 < coupling C ε e) := by
  have uC : IsUnit C.det := hC.det_pos.ne'.isUnit
  have uε : IsUnit ε.det := hε.det_pos.ne'.isUnit
  obtain ⟨G, hG⟩ := exists_gram_factor hε.inv
  obtain ⟨H, hH⟩ := exists_gram_factor hC.inv
  -- the normalised coupling matrix
  obtain ⟨X, hX⟩ : ∃ X : Matrix m n ℝ, X = G * e * Hᵀ := ⟨_, rfl⟩
  have hXX : Xᵀ * X = H * (eᵀ * ε⁻¹ * e) * Hᵀ := by
    rw [hX, ← hG]
    simp only [transpose_mul, transpose_transpose, Matrix.mul_assoc]
  have htr : coupling C ε e = trace (Xᵀ * X) := by
    rw [coupling, hXX, ← hH, Matrix.mul_assoc, trace_mul_comm]
  constructor
  · rw [stiffened, det_add_factor uC, mul_div_cancel_left₀ _ uC.ne_zero, ← hH,
      Matrix.mul_assoc Hᵀ, det_one_add_mul_comm, ← hXX, htr]
    exact one_add_trace_le_det X
  · intro he
    by_contra hneg
    have hle : ∑ j, ∑ i, X i j * X i j ≤ 0 := by
      rw [htr] at hneg
      exact not_lt.1 hneg
    -- a vanishing sum of squares forces `X = 0`, hence `e = 0`
    have hX0 : X = 0 := by
      ext i j
      have h1 := Finset.single_le_sum (f := fun i => X i j * X i j)
        (fun i _ => mul_self_nonneg (X i j)) (Finset.mem_univ i)
      have h2 := Finset.single_le_sum (f := fun j => ∑ i, X i j * X i j)
        (fun j _ => Finset.sum_nonneg fun i _ => mul_self_nonneg (X i j)) (Finset.mem_univ j)
      exact mul_self_eq_zero.1 (le_antisymm (h1.trans (h2.trans hle)) (mul_self_nonneg _))
    have h3 : ε⁻¹ * e * C⁻¹ = Gᵀ * X * H := by
      rw [hX, ← hG, ← hH]
      simp only [Matrix.mul_assoc]
    have h4 : ε * (ε⁻¹ * e * C⁻¹) * C = e := by
      rw [Matrix.mul_assoc ε⁻¹, mul_nonsing_inv_cancel_left _ _ uε,
        nonsing_inv_mul_cancel_right _ _ uC]
    apply he
    rw [← h4, h3, hX0, Matrix.mul_zero, Matrix.zero_mul, Matrix.mul_zero, Matrix.zero_mul]
```

**Q:** So the final theorem only assembles these?

**A:** Yes. The first part is `det_ratio_eq`. For the rest it splits on whether `e = 0`: if so, the ratio is 1 by direct substitution; if not, the bound and the positive coupling put it strictly above 1.

```lean
/-- Piezoelectric Lyddane-Sachs-Teller relation: for positive definite `C` and `ε`, the elastic
and dielectric determinant ratios agree and are at least one, with equality exactly when the
piezoelectric matrix `e` vanishes. -/
theorem piezoelectric_lyddane_sachs_teller {C : Matrix n n ℝ} {ε : Matrix m m ℝ}
    (hC : C.PosDef) (hε : ε.PosDef) (e : Matrix m n ℝ) :
    (stiffened C ε e).det / C.det = (freePermittivity C ε e).det / ε.det ∧
      1 ≤ (stiffened C ε e).det / C.det ∧
      ((stiffened C ε e).det / C.det = 1 ↔ e = 0) := by
  refine ⟨det_ratio_eq hC.det_pos.ne'.isUnit hε.det_pos.ne'.isUnit e, ?_⟩
  obtain ⟨hb, hp⟩ := coupling_bound hC hε e
  by_cases he : e = 0
  · have h1 : (stiffened C ε e).det / C.det = 1 := by
      rw [stiffened, he, Matrix.mul_zero, add_zero, div_self hC.det_pos.ne']
    exact ⟨h1.ge, fun _ => he, fun _ => h1⟩
  · have h1 := hp he
    exact ⟨by linarith, fun h => by linarith, fun h => absurd h he⟩

end

end PiezoelectricLST
```

```lean
#print axioms PiezoelectricLST.stress_of_open_circuit
-- 'PiezoelectricLST.stress_of_open_circuit' depends on axioms: [propext, Classical.choice, Quot.sound]
#print axioms PiezoelectricLST.displacement_of_stress_free
-- 'PiezoelectricLST.displacement_of_stress_free' depends on axioms: [propext, Classical.choice, Quot.sound]
#print axioms PiezoelectricLST.piezoelectric_lyddane_sachs_teller
-- 'PiezoelectricLST.piezoelectric_lyddane_sachs_teller' depends on axioms: [propext, Classical.choice, Quot.sound]
```
